# Power iteration with a positive semidefinite operator never lowers the Rayleigh quotient

Let A be diagonal with entries 1 and 2 on a two-level system, and start from the normalised state (1, 1)/√2, whose expectation value is 3/2. Applying A and renormalising gives (1, 2)/√5, where the upper level has gained weight, from 1/2 to 4/5, and the expectation value has risen to 9/5.

In Lean 4 with Mathlib:

```lean
import Mathlib

open Complex

namespace PowerIterationRayleigh

noncomputable section

variable {E : Type*} [NormedAddCommGroup E] [InnerProductSpace ℂ E]

/-- The expectation value `⟨x, A x⟩` (its real part) in the unnormalised state `x`. -/
def expect (A : E →ₗ[ℂ] E) (x : E) : ℝ := (inner ℂ x (A x)).re

/-- The Rayleigh quotient `⟨x, A x⟩ / ⟨x, x⟩`, for nonzero `x`. -/
def rayleigh (A : E →ₗ[ℂ] E) (x : E) : ℝ := expect A x / ‖x‖ ^ 2

/-- Cauchy-Schwarz inequality in the form defined by a positive operator `A`,
applied to the vectors `x` and `A x`. -/
theorem expect_cauchy_schwarz {A : E →ₗ[ℂ] E} (hA : A.IsSymmetric)
    (hpos : ∀ v, 0 ≤ expect A v) (x : E) :
    (‖A x‖ ^ 2) ^ 2 ≤ expect A x * expect A (A x) := by
  -- the expectation value in x + t A x is a non-negative quadratic in t
  have h : ∀ t : ℝ, 0 ≤ expect A (A x) * (t * t) + (2 * ‖A x‖ ^ 2) * t + expect A x := by
    intro t
    have h0 := hpos (x + (t : ℂ) • A x)
    have h1 : inner ℂ x (A (A x)) = inner ℂ (A x) (A x) := (hA x (A x)).symm
    have h2 : (inner ℂ (A x) (A x)).re = ‖A x‖ ^ 2 := inner_self_eq_norm_sq (𝕜 := ℂ) (A x)
    simp only [expect, map_add, map_smul, inner_add_left, inner_add_right, inner_smul_left,
      inner_smul_right, Complex.conj_ofReal, Complex.add_re, Complex.re_ofReal_mul, h1, h2] at h0
    unfold expect
    linarith
  have h3 := discrim_le_zero h
  unfold discrim at h3
  linarith

/-- The squared residual of `x` for a trial eigenvalue `r`, expanded in moments of `A`. -/
theorem residual_sq {A : E →ₗ[ℂ] E} (hA : A.IsSymmetric) (x : E) (r : ℝ) :
    ‖A x - (r : ℂ) • x‖ ^ 2 = ‖A x‖ ^ 2 - 2 * r * expect A x + r ^ 2 * ‖x‖ ^ 2 := by
  have h1 : RCLike.re (inner ℂ (A x) ((r : ℂ) • x)) = r * expect A x := by
    rw [inner_smul_right, hA x x]
    exact Complex.re_ofReal_mul _ _
  rw [norm_sub_sq (𝕜 := ℂ), h1, norm_smul, Complex.norm_real, mul_pow, Real.norm_eq_abs, sq_abs]
  ring

/-- If `A x ≠ 0`, the Rayleigh quotient of `x` is positive, and its gain in one power step
is bounded below through the squared residual of `x`. -/
theorem residual_le_gain {A : E →ₗ[ℂ] E} (hA : A.IsSymmetric)
    (hpos : ∀ v, 0 ≤ expect A v) {x : E} (hx : A x ≠ 0) :
    0 < rayleigh A x ∧ ‖A x - (rayleigh A x : ℂ) • x‖ ^ 2 ≤
      rayleigh A x * (rayleigh A (A x) - rayleigh A x) * ‖x‖ ^ 2 := by
  have hx0 : x ≠ 0 := fun h => hx (by rw [h, map_zero])
  have hm : 0 < ‖x‖ ^ 2 := pow_pos (norm_pos_iff.mpr hx0) 2
  have hN : 0 < ‖A x‖ ^ 2 := pow_pos (norm_pos_iff.mpr hx) 2
  have hcs := expect_cauchy_schwarz hA hpos x
  have h1 : 0 < expect A x := by
    refine lt_of_le_of_ne (hpos x) fun h => ?_
    rw [← h, zero_mul] at hcs
    linarith [pow_pos hN 2]
  have hr : rayleigh A x * ‖x‖ ^ 2 = expect A x := div_mul_cancel₀ _ hm.ne'
  have hs : rayleigh A (A x) * ‖A x‖ ^ 2 = expect A (A x) := div_mul_cancel₀ _ hN.ne'
  -- Cauchy-Schwarz, divided by the squared norm of A x
  have hNs : ‖A x‖ ^ 2 ≤ expect A x * rayleigh A (A x) := by
    refine le_of_mul_le_mul_right ?_ hN
    rw [mul_assoc, hs, ← pow_two]
    exact hcs
  refine ⟨div_pos h1 hm, ?_⟩
  rw [residual_sq hA]
  linear_combination hNs + (2 * rayleigh A x - rayleigh A (A x)) * hr

/-- For a positive operator and `A x ≠ 0`, the Rayleigh quotient of `x` is positive and
does not exceed that of `A x`. -/
theorem rayleigh_le_rayleigh_apply {A : E →ₗ[ℂ] E} (hA : A.IsSymmetric)
    (hpos : ∀ v, 0 ≤ expect A v) {x : E} (hx : A x ≠ 0) :
    0 < rayleigh A x ∧ rayleigh A x ≤ rayleigh A (A x) := by
  obtain ⟨h0, h⟩ := residual_le_gain hA hpos hx
  have hx0 : x ≠ 0 := fun h => hx (by rw [h, map_zero])
  have hm : 0 < ‖x‖ ^ 2 := pow_pos (norm_pos_iff.mpr hx0) 2
  refine ⟨h0, ?_⟩
  by_contra hlt
  have h2 : 0 < rayleigh A x * (rayleigh A x - rayleigh A (A x)) * ‖x‖ ^ 2 :=
    mul_pos (mul_pos h0 (by linarith [not_le.mp hlt])) hm
  linarith [sq_nonneg ‖A x - (rayleigh A x : ℂ) • x‖]

/-- The moment inequality `⟨x, A x⟩ ⟨x, A² x⟩ ≤ ⟨x, A³ x⟩ ⟨x, x⟩` for a positive operator. -/
theorem moment_inequality {A : E →ₗ[ℂ] E} (hA : A.IsSymmetric)
    (hpos : ∀ v, 0 ≤ expect A v) (x : E) :
    (inner ℂ x (A x)).re * (inner ℂ x ((A ^ 2) x)).re ≤
      (inner ℂ x ((A ^ 3) x)).re * (inner ℂ x x).re := by
  have e2 : (A ^ 2) x = A (A x) := by rw [pow_two]; rfl
  have e3 : (A ^ 3) x = A (A (A x)) := by rw [pow_succ, pow_two]; rfl
  rw [e2, e3]
  by_cases hx : A x = 0
  · simp [hx]
  have hx0 : x ≠ 0 := fun h => hx (by rw [h, map_zero])
  have h := (rayleigh_le_rayleigh_apply hA hpos hx).2
  unfold rayleigh at h
  rw [div_le_div_iff₀ (pow_pos (norm_pos_iff.mpr hx0) 2) (pow_pos (norm_pos_iff.mpr hx) 2)] at h
  have n0 : (inner ℂ x x).re = ‖x‖ ^ 2 := inner_self_eq_norm_sq (𝕜 := ℂ) x
  have n1 : (inner ℂ (A x) (A x)).re = ‖A x‖ ^ 2 := inner_self_eq_norm_sq (𝕜 := ℂ) (A x)
  rw [← hA x (A x), ← hA x (A (A x)), n0, n1]
  exact h

/-- Power iteration started from `x` with `A x ≠ 0` never reaches the zero vector, and its
Rayleigh quotients form a non-decreasing sequence. -/
theorem power_iteration_monotone {A : E →ₗ[ℂ] E} (hA : A.IsSymmetric)
    (hpos : ∀ v, 0 ≤ expect A v) {x : E} (hx : A x ≠ 0) :
    (∀ k : ℕ, (A ^ k) x ≠ 0) ∧ Monotone (fun k : ℕ => rayleigh A ((A ^ k) x)) := by
  have hstep : ∀ k : ℕ, (A ^ (k + 1)) x = A ((A ^ k) x) := fun k => by
    rw [pow_succ']; rfl
  -- a symmetric operator cannot annihilate a nonzero vector of its own range
  have hne : ∀ k : ℕ, A ((A ^ k) x) ≠ 0 := by
    intro k
    induction k with
    | zero => simpa using hx
    | succ k ih =>
      rw [hstep]
      intro h
      apply ih
      have h1 := hA ((A ^ k) x) (A ((A ^ k) x))
      rw [h, inner_zero_right] at h1
      exact inner_self_eq_zero.mp h1
  refine ⟨fun k h => hne k (by rw [h, map_zero]), monotone_nat_of_le_succ fun k => ?_⟩
  rw [hstep]
  exact (rayleigh_le_rayleigh_apply hA hpos (hne k)).2

/-- For `A x ≠ 0`, a power step leaves the Rayleigh quotient unchanged exactly when `x` is an
eigenvector with positive eigenvalue. -/
theorem rayleigh_stationary_iff {A : E →ₗ[ℂ] E} (hA : A.IsSymmetric)
    (hpos : ∀ v, 0 ≤ expect A v) {x : E} (hx : A x ≠ 0) :
    rayleigh A (A x) = rayleigh A x ↔ ∃ μ : ℝ, 0 < μ ∧ A x = (μ : ℂ) • x := by
  constructor
  · intro h
    obtain ⟨h0, h1⟩ := residual_le_gain hA hpos hx
    rw [h, sub_self, mul_zero, zero_mul] at h1
    have h2 := pow_eq_zero_iff (two_ne_zero) |>.mp (le_antisymm h1 (sq_nonneg _))
    exact ⟨rayleigh A x, h0, sub_eq_zero.mp (norm_eq_zero.mp h2)⟩
  · rintro ⟨μ, -, h⟩
    -- the Rayleigh quotient of an eigenvector is its eigenvalue
    have key : ∀ y : E, y ≠ 0 → A y = (μ : ℂ) • y → rayleigh A y = μ := by
      intro y hy e
      have n : (inner ℂ y y).re = ‖y‖ ^ 2 := inner_self_eq_norm_sq (𝕜 := ℂ) y
      unfold rayleigh expect
      rw [e, inner_smul_right, Complex.re_ofReal_mul, n]
      exact mul_div_cancel_right₀ _ (pow_pos (norm_pos_iff.mpr hy) 2).ne'
    have hx0 : x ≠ 0 := fun h => hx (by rw [h, map_zero])
    have h2 : A (A x) = (μ : ℂ) • A x := by
      conv_lhs => rw [h, map_smul]
    rw [key x hx0 h, key (A x) hx h2]

/-- The diagonal operator with real entries `a` and `b` on a two-level system. -/
def twoLevel (a b : ℝ) : EuclideanSpace ℂ (Fin 2) →ₗ[ℂ] EuclideanSpace ℂ (Fin 2) where
  toFun v := !₂[(a : ℂ) * v 0, (b : ℂ) * v 1]
  map_add' v w := by
    ext i
    fin_cases i <;> simp [mul_add]
  map_smul' c v := by
    ext i
    fin_cases i <;> simp [mul_left_comm]

/-- The diagonal two-level operator with real entries is symmetric. -/
theorem twoLevel_isSymmetric (a b : ℝ) : (twoLevel a b).IsSymmetric := by
  intro v w
  simp only [twoLevel, LinearMap.coe_mk, AddHom.coe_mk, PiLp.inner_apply, Fin.sum_univ_two]
  simp [Complex.conj_ofReal]
  ring

/-- The two-level operator with entries 1 and 2 is symmetric and positive, and does not
annihilate the vector (1, 1). -/
theorem twoLevel_witness : (twoLevel 1 2).IsSymmetric ∧
    (∀ v, 0 ≤ expect (twoLevel 1 2) v) ∧ twoLevel 1 2 !₂[1, 1] ≠ 0 := by
  refine ⟨twoLevel_isSymmetric 1 2, fun v => ?_, fun h => ?_⟩
  · have e : expect (twoLevel 1 2) v = normSq (v 0) + 2 * normSq (v 1) := by
      simp [expect, twoLevel, PiLp.inner_apply, Fin.sum_univ_two, Complex.normSq_apply]
      ring
    rw [e]
    linarith [normSq_nonneg (v 0), normSq_nonneg (v 1)]
  · have h0 := congrArg (fun v : EuclideanSpace ℂ (Fin 2) => v 0) h
    simp [twoLevel] at h0

/-- For the symmetric two-level operator with entries 1 and -2, a power step from (1, 1)
strictly lowers the Rayleigh quotient. -/
theorem indefinite_counterexample : (twoLevel 1 (-2)).IsSymmetric ∧
    rayleigh (twoLevel 1 (-2)) (twoLevel 1 (-2) !₂[1, 1]) <
      rayleigh (twoLevel 1 (-2)) !₂[1, 1] := by
  refine ⟨twoLevel_isSymmetric 1 (-2), ?_⟩
  simp [rayleigh, expect, twoLevel, EuclideanSpace.norm_sq_eq, PiLp.inner_apply,
    Fin.sum_univ_two]
  norm_num

end

end PowerIterationRayleigh
```

```lean
#print axioms PowerIterationRayleigh.moment_inequality
#print axioms PowerIterationRayleigh.power_iteration_monotone
#print axioms PowerIterationRayleigh.rayleigh_stationary_iff
#print axioms PowerIterationRayleigh.indefinite_counterexample
```

```
'PowerIterationRayleigh.moment_inequality' depends on axioms: [propext, Classical.choice, Quot.sound]
'PowerIterationRayleigh.power_iteration_monotone' depends on axioms: [propext, Classical.choice, Quot.sound]
'PowerIterationRayleigh.rayleigh_stationary_iff' depends on axioms: [propext, Classical.choice, Quot.sound]
'PowerIterationRayleigh.indefinite_counterexample' depends on axioms: [propext, Classical.choice, Quot.sound]
```

The general statement concerns a linear operator A on a complex inner product space `E` of any dimension. The hypothesis `A.IsSymmetric` says ⟨Ax, y⟩ = ⟨x, Ay⟩ for all x and y, and `hpos` says that no expectation value is negative. A positive semidefinite matrix acting on ℂⁿ is the standard case. Every general theorem in the code about a power step assumes both hypotheses, even where its docstring does not repeat them. The real part of ⟨x, Ax⟩ is `expect A x`, and `rayleigh A x` is

R(x) = ⟨x, Ax⟩ / ‖x‖².

If Ax ≠ 0, then `rayleigh_le_rayleigh_apply` gives 0 < R(x) ≤ R(Ax). The iterates `(A ^ k) x` are not normalised, which makes no difference because R does not change when its argument is rescaled.

For a symmetric operator in finite dimension, positivity means that no eigenvalue is negative, which can be arranged by adding a constant. For a Hamiltonian matrix H in a finite orthonormal basis, A = c − H satisfies it when the number c is at least the highest eigenvalue of H; in exact arithmetic, power iteration with this A, started from x with Ax ≠ 0, then never raises the energy estimate. Without positivity the quotient can fall: for entries 1 and −2, `indefinite_counterexample` shows a strict decrease from (1, 1), with values −1/2 and then −7/5. That the hypotheses are met for entries 1 and 2 is checked in `twoLevel_witness`.

For the derivation, write

m = ‖x‖², a = ⟨x, Ax⟩, N = ‖Ax‖², c₃ = ⟨Ax, A²x⟩.

By symmetry N = ⟨x, A²x⟩ and c₃ = ⟨x, A³x⟩. The expectation value in x + tAx is non-negative for every real t:

0 ≤ a + 2tN + t²c₃.

A quadratic that is never negative has discriminant at most zero, so 4N² − 4ac₃ ≤ 0, or

N² ≤ ac₃.

This is `expect_cauchy_schwarz`. The proof expands the expectation value by linearity and then applies `discrim_le_zero`, which also covers c₃ = 0.

Now suppose Ax ≠ 0. Then x ≠ 0, so m and N are positive, and N² ≤ ac₃ rules out a = 0. Hence r = R(x) = a/m is positive. With s = R(Ax) = c₃/N, dividing the inequality by N gives N ≤ as. The lemma `residual_sq` expands the residual for any real trial eigenvalue; at r, using a = rm,

‖Ax − rx‖² = N − 2ra + r²m = N − r²m ≤ as − r²m = r(s − r)m.

This is the bound in `residual_le_gain`, where `linear_combination` carries out the last line of algebra. The left side is a square and r and m are positive, so s ≥ r. The bound also gives a minimum gain: for normalised x, s − r is at least the squared residual divided by r. The actual gain can be larger.

Clearing denominators in a/m ≤ c₃/N gives aN ≤ c₃m, that is,

⟨x, Ax⟩⟨x, A²x⟩ ≤ ⟨x, A³x⟩⟨x, x⟩.

In `moment_inequality` this holds for every x, since both sides vanish when Ax = 0.

To repeat the step, one needs the iterates to stay nonzero. Put y = Aᵏx and suppose Ay ≠ 0. If A²y were zero, then ‖Ay‖² = ⟨y, A²y⟩ = 0, a contradiction. The induction in `power_iteration_monotone` uses this argument, and the one-step inequality then makes k ↦ R(Aᵏx) non-decreasing.

Finally, `rayleigh_stationary_iff` identifies when a step gains nothing. If s = r, the residual bound forces Ax = rx, with r > 0. Conversely, if Ax = μx with μ > 0, then Ax is an eigenvector with the same eigenvalue, and both quotients equal μ. Positivity matters here too: for entries 1 and −1, a step from (1, 1) leaves the quotient at 0, although (1, 1) is not an eigenvector.

Under the hypotheses of the theorem, a quotient that a step leaves exactly unchanged therefore identifies an eigenvector, but not necessarily one with the largest eigenvalue. Convergence, its rate and rounding errors are not treated. Since A maps all of `E` into itself, an unbounded Hamiltonian defined on part of a Hilbert space is covered only when `E` is taken to be a subspace of its domain that it maps into itself.
